# The Gibbs state is diagonal in the energy eigenbasis, with eigenvalues exp(−e/T − ln Z)

The theorem `gibbs_ofSpectrum` concerns a quantum system with a finite, non-empty set of basis states and a Hamiltonian H = V diag(e) V†, where V is unitary and the energies e are real. It states that the partition function Z, defined as the real part of Tr exp(−H/T), is positive and equals the full trace, and that the Gibbs state exp(−H/T)/Z is V diag(exp(−eᵢ/T − ln Z)) V†. Temperature is in energy units, and T may be any real number, with Lean reading −1/T as 0 at T = 0. The proof carries the matrix exponential through V to the diagonal, where it acts on each energy separately, then finds Z as a sum of positive Boltzmann factors and takes the factor 1/Z into the exponent as −ln Z.

The first attempt, which Lean rejects:

```lean
import Mathlib

open Matrix
open scoped ComplexOrder

namespace KleinGibbs

noncomputable section

variable {n : Type*} [Fintype n] [DecidableEq n]

/-- The matrix `U diag(a) U†` built from a matrix `U` and real numbers `a`. -/
def ofSpectrum (U : Matrix n n ℂ) (a : n → ℝ) : Matrix n n ℂ :=
  U * diagonal (fun i => (a i : ℂ)) * star U

/-- The Boltzmann operator `exp(-H/T)`. -/
def boltzmann (H : Matrix n n ℂ) (T : ℝ) : Matrix n n ℂ :=
  NormedSpace.exp (((-1 / T : ℝ) : ℂ) • H)

/-- The partition function `Z`, defined as the real part of `Tr exp(-H/T)`. -/
def partitionFn (H : Matrix n n ℂ) (T : ℝ) : ℝ := (boltzmann H T).trace.re

/-- The Gibbs state `exp(-H/T) / Z`. -/
def gibbs (H : Matrix n n ℂ) (T : ℝ) : Matrix n n ℂ :=
  (((partitionFn H T)⁻¹ : ℝ) : ℂ) • boltzmann H T

/-- Rescaling and shifting the eigenvalues rescales the operator and adds a multiple of the
identity. -/
theorem ofSpectrum_affine {V : Matrix n n ℂ} (hV : V ∈ unitaryGroup n ℂ) (c d : ℝ)
    (e : n → ℝ) : ofSpectrum V (fun i => c * e i + d)
      = (c : ℂ) • ofSpectrum V e + (d : ℂ) • (1 : Matrix n n ℂ) := by
  have h : diagonal (fun i => ((c * e i + d : ℝ) : ℂ))
      = (c : ℂ) • diagonal (fun i => (e i : ℂ)) + (d : ℂ) • (1 : Matrix n n ℂ) := by
    ext i j
    by_cases hij : i = j
    · subst hij
      simp
    · simp [hij]
  unfold ofSpectrum
  rw [h, mul_add, add_mul, Matrix.mul_smul, Matrix.smul_mul, Matrix.mul_smul,
    Matrix.smul_mul, mul_one, mem_unitaryGroup_iff.1 hV]

/-- In the energy eigenbasis the partition function is positive, it is the full trace of the
Boltzmann operator, and the Gibbs state has the eigenvalues `exp(-e/T - ln Z)`. -/
theorem gibbs_ofSpectrum [Nonempty n] {V : Matrix n n ℂ} (hV : V ∈ unitaryGroup n ℂ)
    (e : n → ℝ) (T : ℝ) : 0 < partitionFn (ofSpectrum V e) T ∧
      (boltzmann (ofSpectrum V e) T).trace = (partitionFn (ofSpectrum V e) T : ℂ) ∧
      gibbs (ofSpectrum V e) T = ofSpectrum V
        (fun i => Real.exp (-1 / T * e i + -Real.log (partitionFn (ofSpectrum V e) T))) := by
  have hV1 := mem_unitaryGroup_iff.1 hV
  have hV2 := mem_unitaryGroup_iff'.1 hV
  have hb : boltzmann (ofSpectrum V e) T
      = ofSpectrum V (fun i => Real.exp (-1 / T * e i)) := by
    have h := ofSpectrum_affine hV (-1 / T) 0 e
    simp only [Complex.ofReal_zero, zero_smul, add_zero] at h
    have hi : V⁻¹ = star V := Matrix.inv_eq_right_inv hV1
    have hu : IsUnit V := ⟨⟨V, star V, hV1, hV2⟩, rfl⟩
    have hd : NormedSpace.exp (fun i => ((-1 / T * e i : ℝ) : ℂ))
        = fun i => ((Real.exp (-1 / T * e i) : ℝ) : ℂ) := by
      funext i
      rw [Pi.exp_apply, ← Complex.exp_eq_exp_ℂ, Complex.ofReal_exp]
    rw [boltzmann, ← h]
    unfold ofSpectrum
    rw [← hi, Matrix.exp_conj _ _ hu, Matrix.exp_diagonal, hd]
  have ht : (boltzmann (ofSpectrum V e) T).trace
      = ((∑ i, Real.exp (-1 / T * e i) : ℝ) : ℂ) := by
    rw [hb]
    unfold ofSpectrum
    rw [trace_mul_comm, ← mul_assoc, hV2, one_mul, trace_diagonal, Complex.ofReal_sum]
  have hZ : partitionFn (ofSpectrum V e) T = ∑ i, Real.exp (-1 / T * e i) := by
    rw [partitionFn, ht, Complex.ofReal_re]
  have hpos : 0 < partitionFn (ofSpectrum V e) T := by
    rw [hZ]
    exact Finset.sum_pos (fun i _ => Real.exp_pos _) Finset.univ_nonempty
  refine ⟨hpos, by rw [ht, hZ], ?_⟩
  have h := ofSpectrum_affine hV (partitionFn (ofSpectrum V e) T)⁻¹ 0
    (fun i => Real.exp (-1 / T * e i))
  simp only [Complex.ofReal_zero, zero_smul, add_zero] at h
  rw [gibbs, hb, ← h]
  congr 1
  funext i
  rw [Real.exp_add, Real.exp_neg, Real.exp_log hpos, mul_comm]

end

end KleinGibbs
```

Messages:

```
Main.lean:61:10: error(lean.unknownIdentifier): Unknown identifier `Pi.exp_apply`
```

After these edits no error is left:

```diff
@@ -59,5 +59,8 @@
         = fun i => ((Real.exp (-1 / T * e i) : ℝ) : ℂ) := by
       funext i
-      rw [Pi.exp_apply, ← Complex.exp_eq_exp_ℂ, Complex.ofReal_exp]
+      have hx : NormedSpace.exp (fun i => ((-1 / T * e i : ℝ) : ℂ)) i
+          = NormedSpace.exp ((-1 / T * e i : ℝ) : ℂ) := by
+        exact NormedSpace.map_exp (Pi.evalRingHom (fun _ : n => ℂ) i) (continuous_apply i) _
+      rw [hx, ← Complex.exp_eq_exp_ℂ, Complex.ofReal_exp]
     rw [boltzmann, ← h]
     unfold ofSpectrum
```

What went wrong. The message means that Lean found no declaration called `Pi.exp_apply`, so the `rw` that begins with it could not be carried out. The fault is in the name, and the message raises no objection to the mathematics.

At that point the proof has the exponential of a whole function, the list of values −eᵢ/T, evaluated at an index `i`. It needs the exponential of the single number at `i`, and the missing lemma was meant to supply that step.

The repair states this equation as `hx` and proves it with `NormedSpace.map_exp`, by which a continuous ring homomorphism commutes with the exponential. The homomorphism here is evaluation at `i`, given by `Pi.evalRingHom`, and `continuous_apply i` supplies its continuity. The rewrite then uses `hx` in place of the unknown name, and its other two steps stay as they were. The first turns the general exponential on the left into `Complex.exp`, and the second turns the real exponential on the right, which is cast to ℂ, into `Complex.exp` as well, so that the two sides agree.
